# The mean-field density–density energy of an evenly filled shell depends on the interaction matrices only through two averages

Let \(V\) and \(K\) be the real matrices of direct and exchange interactions between \(D\ge 2\) orbitals, with equal diagonals, and let each spin \(s\) have \(N_s\) electrons spread evenly over the orbitals. The mean-field interaction energy, built from products of average occupations, is

\[
U N_\uparrow N_\downarrow+(U-J)\frac{D-1}{2D}\,(N_\uparrow^2+N_\downarrow^2)
\]

for all \(N_\uparrow,N_\downarrow\) exactly when \(U\) is the mean of \(V\) and \(U-J\) is the off-diagonal mean of \(V-K\). In DFT+U this is the around-mean-field double-counting energy, here for a single shell with density–density interactions.

## Energy and averages

In Lean 4 with Mathlib:

```lean
import Mathlib

open Finset

namespace AroundMeanField

noncomputable section

variable {D : ℕ}
```

`D` is the number of orbitals; `Fin D` below is the set of orbital labels.

```lean
/-- The pair sum `∑ A_mm' x_m y_m'` of two sets of orbital occupations. -/
def pairSum (A : Matrix (Fin D) (Fin D) ℝ) (x y : Fin D → ℝ) : ℝ :=
  ∑ m, ∑ m', A m m' * x m * y m'
```

For occupations \(x_m\) and \(y_{m'}\), this is \(\sum_{m,m'}A_{mm'}x_my_{m'}\).

```lean
/-- The interaction energy of the occupations `nu` (spin up) and `nd` (spin down):
opposite spins interact through `V`, equal spins through `V - K`. -/
def interactionEnergy (V K : Matrix (Fin D) (Fin D) ℝ) (nu nd : Fin D → ℝ) : ℝ :=
  pairSum V nu nd + 1 / 2 * (pairSum (V - K) nu nu + pairSum (V - K) nd nd)
```

With `nu` and `nd` for \(n_{m\uparrow}\) and \(n_{m\downarrow}\), the energy is

\[
\sum_{m,m'}V_{mm'}n_{m\uparrow}n_{m'\downarrow}+\tfrac12\sum_s\sum_{m,m'}(V-K)_{mm'}n_{ms}n_{m's}.
\]

Only orbital occupations enter: there are no off-diagonal density-matrix elements, spin flips or pair hopping. This is a mean-field energy: the average of a product of two occupations is replaced by the product of their averages.

```lean
/-- `N` electrons spread evenly over `D` orbitals, for `D ≥ 1`. -/
def uniform (D : ℕ) (N : ℝ) : Fin D → ℝ := fun _ => N / D
```

Every orbital holds \(N/D\) electrons. \(N\) may be any real number, so the bounds \(0\le N\le D\) are not imposed.

```lean
/-- The mean of all entries of a `D × D` matrix, for `D ≥ 1`. -/
def mean (A : Matrix (Fin D) (Fin D) ℝ) : ℝ :=
  (∑ m, ∑ m', A m m') / (D : ℝ) ^ 2
```

The mean \(\bar A\) runs over all \(D^2\) entries, diagonal included.

```lean
/-- The mean of the off-diagonal entries of a `D × D` matrix, for `D ≥ 2`. -/
def offDiagMean (A : Matrix (Fin D) (Fin D) ℝ) : ℝ :=
  (∑ m, ∑ m', if m = m' then 0 else A m m') / ((D : ℝ) * ((D : ℝ) - 1))
```

This mean runs over the \(D(D-1)\) entries with \(m\ne m'\).

```lean
/-- The around-mean-field double-counting energy of a shell of `D ≥ 1` orbitals,
as a function of the electron numbers of the two spins. -/
def amfEnergy (D : ℕ) (U J Nu Nd : ℝ) : ℝ :=
  U * Nu * Nd + (U - J) * (((D : ℝ) - 1) / (2 * D)) * (Nu ^ 2 + Nd ^ 2)
```

This is the expression displayed at the start, with `Nu` and `Nd` for \(N_\uparrow\) and \(N_\downarrow\).

## From matrices to U and J

```lean
/-- At uniform occupations the interaction energy depends on the matrices only through
the means of `V` and of `V - K`. -/
theorem interactionEnergy_uniform (V K : Matrix (Fin D) (Fin D) ℝ) (Nu Nd : ℝ) :
    interactionEnergy V K (uniform D Nu) (uniform D Nd)
      = mean V * Nu * Nd + 1 / 2 * mean (V - K) * (Nu ^ 2 + Nd ^ 2) := by
  have key : ∀ (A : Matrix (Fin D) (Fin D) ℝ) (a b : ℝ),
      pairSum A (uniform D a) (uniform D b) = mean A * a * b := by
    intro A a b
    simp only [pairSum, uniform, mean, ← Finset.sum_mul]
    ring
  simp only [interactionEnergy, key]
  ring
```

Constant occupations come out of the sum:

\[
\sum_{m,m'}A_{mm'}\frac aD\frac bD=\bar A\,ab .
\]

This is `key`. Using it for all three pair sums gives \(\bar V N_\uparrow N_\downarrow+\tfrac12\overline{(V-K)}(N_\uparrow^2+N_\downarrow^2)\); `ring` does the algebra.

```lean
/-- If `V` and `K` have equal diagonals, an orbital does not interact with itself at equal
spin: the sum of all entries of `V - K` is the sum of its off-diagonal entries. -/
theorem self_interaction_cancels (V K : Matrix (Fin D) (Fin D) ℝ)
    (hd : ∀ m, V m m = K m m) :
    ∑ m, ∑ m', (V - K) m m' = ∑ m, ∑ m', if m = m' then 0 else (V - K) m m' := by
  refine Finset.sum_congr rfl fun m _ => Finset.sum_congr rfl fun m' _ => ?_
  split_ifs with h
  · subst h
    rw [Matrix.sub_apply, hd, sub_self]
  · rfl
```

The hypothesis `hd` says \(V_{mm}=K_{mm}\): the direct and exchange integrals of an orbital with itself coincide. The diagonal of \(V-K\) therefore vanishes, and `split_ifs` treats the cases \(m=m'\) and \(m\ne m'\) separately.

```lean
/-- For `D ≥ 2` orbitals and matrices `V`, `K` with equal diagonals, the interaction energy at
uniform occupations is the around-mean-field expression for all electron numbers exactly when
`U` is the mean of `V` and `U - J` is the off-diagonal mean of `V - K`. -/
theorem uniform_energy_eq_amf_iff (hD : 2 ≤ D) (V K : Matrix (Fin D) (Fin D) ℝ)
    (hd : ∀ m, V m m = K m m) (U J : ℝ) :
    (∀ Nu Nd : ℝ, interactionEnergy V K (uniform D Nu) (uniform D Nd) = amfEnergy D U J Nu Nd)
      ↔ mean V = U ∧ offDiagMean (V - K) = U - J := by
  have hD2 : (2 : ℝ) ≤ D := by exact_mod_cast hD
  have h0 : (D : ℝ) ≠ 0 := by linarith
  have h1 : (D : ℝ) - 1 ≠ 0 := by linarith
  -- the full mean of V - K is its off-diagonal mean, diluted by the empty diagonal
  have hm : mean (V - K) = offDiagMean (V - K) * (((D : ℝ) - 1) / D) := by
    unfold mean offDiagMean
    rw [self_interaction_cancels V K hd]
    field_simp
  simp only [interactionEnergy_uniform, hm, amfEnergy]
  constructor
  · intro h
    -- one polarised and one unpolarised filling determine both parameters
    have h10 := h 1 0
    have h11 := h 1 1
    refine ⟨by linear_combination h11 - 2 * h10, ?_⟩
    apply mul_right_cancel₀ (div_ne_zero h1 h0)
    linear_combination 2 * h10
  · rintro ⟨hU, hJ⟩ Nu Nd
    rw [hU, hJ]
    ring
```

Write \(w\) for the off-diagonal mean of \(V-K\). Since the diagonal contributes nothing,

\[
\overline{V-K}=\frac{D(D-1)\,w}{D^2}=\frac{D-1}{D}\,w ,
\]

which is `hm`. If \(\bar V=U\) and \(w=U-J\), substitution gives the formula.

Conversely, suppose the formula holds for all fillings. At \((N_\uparrow,N_\downarrow)=(1,0)\) it reads

\[
\frac{D-1}{2D}\,w=\frac{D-1}{2D}\,(U-J),
\]

so \(w=U-J\), because \(D\ge2\). Subtracting twice this equation from the one at \((1,1)\) leaves \(\bar V=U\). These are the two `linear_combination` steps.

The diagonals matter through their sums. Take \(D=2\), \(V\) the identity matrix and \(K=0\), a Hartree energy without exchange, so that the traces differ. The averages give \(U=\tfrac12\) and \(U-J=0\), and the formula predicts zero energy at \((1,0)\). The mean-field energy defined above is \(\tfrac12\cdot\tfrac12=\tfrac14\).

## The potential at even filling

```lean
/-- Let `V - K` be symmetric, and let every row of `V` sum to `D U` and every row of `V - K` to
`(D - 1)(U - J)`. Then, at uniform occupations, the energy changes along a variation `d` of the
spin-up occupations at the rate `U N_down + (U - J) ((D - 1)/D) N_up` times the added charge. -/
theorem mean_field_potential (V K : Matrix (Fin D) (Fin D) ℝ) (U J Nu Nd : ℝ)
    (hs : ∀ m m', (V - K) m m' = (V - K) m' m)
    (hV : ∀ m, ∑ m', V m m' = D * U)
    (hW : ∀ m, ∑ m', (V - K) m m' = ((D : ℝ) - 1) * (U - J)) (d : Fin D → ℝ) :
    HasDerivAt
      (fun t : ℝ => interactionEnergy V K (fun m => uniform D Nu m + t * d m) (uniform D Nd))
      ((U * Nd + (U - J) * (((D : ℝ) - 1) / D) * Nu) * ∑ m, d m) 0 := by
  -- the pair sum is linear in each set of occupations
  have addL : ∀ (A : Matrix (Fin D) (Fin D) ℝ) (x y : Fin D → ℝ) (t : ℝ),
      pairSum A (fun m => x m + t * d m) y = pairSum A x y + t * pairSum A d y := by
    intro A x y t
    simp only [pairSum, Finset.mul_sum, ← Finset.sum_add_distrib]
    exact Finset.sum_congr rfl fun m _ => Finset.sum_congr rfl fun m' _ => by ring
  have addR : ∀ (A : Matrix (Fin D) (Fin D) ℝ) (x y : Fin D → ℝ) (t : ℝ),
      pairSum A x (fun m => y m + t * d m) = pairSum A x y + t * pairSum A x d := by
    intro A x y t
    simp only [pairSum, Finset.mul_sum, ← Finset.sum_add_distrib]
    exact Finset.sum_congr rfl fun m _ => Finset.sum_congr rfl fun m' _ => by ring
  -- constant row sums make the first-order terms depend on the added charge only
  have eV : pairSum V d (uniform D Nd) = U * Nd * ∑ m, d m := by
    unfold pairSum uniform
    rw [Finset.mul_sum]
    refine Finset.sum_congr rfl fun m _ => ?_
    have h0 : (D : ℝ) ≠ 0 := by exact_mod_cast m.pos.ne'
    rw [← Finset.sum_mul, ← Finset.sum_mul, hV m]
    field_simp
  have eW : pairSum (V - K) d (uniform D Nu)
      = (U - J) * (((D : ℝ) - 1) / D) * Nu * ∑ m, d m := by
    unfold pairSum uniform
    rw [Finset.mul_sum]
    refine Finset.sum_congr rfl fun m _ => ?_
    rw [← Finset.sum_mul, ← Finset.sum_mul, hW m]
    ring
  have eW' : pairSum (V - K) (uniform D Nu) d = pairSum (V - K) d (uniform D Nu) := by
    unfold pairSum
    rw [Finset.sum_comm]
    refine Finset.sum_congr rfl fun m _ => Finset.sum_congr rfl fun m' _ => ?_
    rw [hs m' m]
    ring
  have quad : ∀ a b c : ℝ, HasDerivAt (fun t : ℝ => a + t * b + t ^ 2 * c) b 0 := by
    intro a b c
    have h := (((hasDerivAt_id' (0 : ℝ)).mul_const b).const_add a).fun_add
      (((hasDerivAt_id' (0 : ℝ)).fun_pow 2).mul_const c)
    exact h.congr_deriv (by simp)
  convert quad (interactionEnergy V K (uniform D Nu) (uniform D Nd))
    ((U * Nd + (U - J) * (((D : ℝ) - 1) / D) * Nu) * ∑ m, d m)
    (1 / 2 * pairSum (V - K) d d) using 1
  funext t
  simp only [interactionEnergy, addL, addR, eV, eW', eW]
  ring
```

Now \(V-K\) is symmetric and the row sums are the same for every orbital: each orbital feels the same total interaction from an evenly filled shell. Change the spin-up occupations by \(t\,d_m\). The energy is a quadratic in \(t\), with linear coefficient

\[
\sum_m d_m\sum_{m'}\Big[V_{mm'}\frac{N_\downarrow}{D}+(V-K)_{mm'}\frac{N_\uparrow}{D}\Big]
=\Big[U N_\downarrow+(U-J)\frac{D-1}{D}N_\uparrow\Big]\sum_m d_m .
\]

Symmetry makes the two equal-spin cross terms equal, which cancels the factor \(\tfrac12\). `HasDerivAt` states that this coefficient is the derivative at \(t=0\). The potential is thus the same for every orbital.

In the proof, `addL` and `addR` expand the pair sums, `eV`, `eW` and `eW'` evaluate the linear terms, and `quad` differentiates the quadratic.

## Kanamori interactions

```lean
/-- Kanamori direct interaction: `U₀` within an orbital, `U₀ - 2 J₀` between orbitals. -/
def kanamoriV (D : ℕ) (U₀ J₀ : ℝ) : Matrix (Fin D) (Fin D) ℝ :=
  fun m m' => if m = m' then U₀ else U₀ - 2 * J₀
```

The direct interaction is \(U_0\) within an orbital and \(U_0-2J_0\) between orbitals.

```lean
/-- Kanamori exchange: `U₀` within an orbital, `J₀` between orbitals. -/
def kanamoriK (D : ℕ) (U₀ J₀ : ℝ) : Matrix (Fin D) (Fin D) ℝ :=
  fun m m' => if m = m' then U₀ else J₀
```

The exchange matrix has the same diagonal, and \(J_0\) elsewhere.

```lean
/-- The Kanamori matrices have equal diagonals, a symmetric difference, and row sums `D U` and
`(D - 1)(U - J)` with `U = U₀ - 2 J₀ (D - 1)/D` and `J = J₀ (D + 2)/D`. -/
theorem kanamori_witness (U₀ J₀ : ℝ) :
    (∀ m, kanamoriV D U₀ J₀ m m = kanamoriK D U₀ J₀ m m) ∧
    (∀ m m', (kanamoriV D U₀ J₀ - kanamoriK D U₀ J₀) m m'
      = (kanamoriV D U₀ J₀ - kanamoriK D U₀ J₀) m' m) ∧
    (∀ m, ∑ m', kanamoriV D U₀ J₀ m m' = D * (U₀ - 2 * J₀ * (((D : ℝ) - 1) / D))) ∧
    (∀ m, ∑ m', (kanamoriV D U₀ J₀ - kanamoriK D U₀ J₀) m m'
      = ((D : ℝ) - 1) * ((U₀ - 2 * J₀ * (((D : ℝ) - 1) / D)) - J₀ * (((D : ℝ) + 2) / D))) := by
  -- a row holds one diagonal entry a and D - 1 entries b
  have row : ∀ (m : Fin D) (a b : ℝ),
      ∑ m', (if m = m' then a else b) = a + ((D : ℝ) - 1) * b := by
    intro m a b
    have h : ∀ m' : Fin D, (if m = m' then a else b) = b + if m = m' then a - b else 0 := by
      intro m'
      split_ifs <;> ring
    simp only [h, Finset.sum_add_distrib, Finset.sum_ite_eq, Finset.mem_univ, if_true,
      Finset.sum_const, Finset.card_univ, Fintype.card_fin, nsmul_eq_mul]
    ring
  refine ⟨fun m => by simp [kanamoriV, kanamoriK], fun m m' => ?_, fun m => ?_, fun m => ?_⟩
  · simp only [Matrix.sub_apply, kanamoriV, kanamoriK, eq_comm (a := m) (b := m')]
  · have h0 : (D : ℝ) ≠ 0 := by exact_mod_cast m.pos.ne'
    simp only [kanamoriV, row]
    field_simp
    ring
  · have h0 : (D : ℝ) ≠ 0 := by exact_mod_cast m.pos.ne'
    simp only [Matrix.sub_apply, kanamoriV, kanamoriK, Finset.sum_sub_distrib, row]
    field_simp
    ring
```

A row has one diagonal entry and \(D-1\) others (`row`), so its sums are

\[
\sum_{m'}V_{mm'}=DU_0-2(D-1)J_0,\qquad \sum_{m'}(V-K)_{mm'}=(D-1)(U_0-3J_0).
\]

For \(D\ge2\), matching them to \(DU\) and \((D-1)(U-J)\) gives the values below; for \(D=1\) the second sum is zero whatever \(J\) is, and the same values still satisfy both conditions:

\[
U=U_0-2J_0\frac{D-1}{D},\qquad J=J_0\frac{D+2}{D}.
\]

```lean
/-- For `D ≥ 1` orbitals with Kanamori interactions, the energy at uniform occupations is the
around-mean-field expression with `U = U₀ - 2 J₀ (D - 1)/D` and `J = J₀ (D + 2)/D`. -/
theorem kanamori_uniform_energy (hD : 1 ≤ D) (U₀ J₀ Nu Nd : ℝ) :
    interactionEnergy (kanamoriV D U₀ J₀) (kanamoriK D U₀ J₀) (uniform D Nu) (uniform D Nd)
      = amfEnergy D (U₀ - 2 * J₀ * (((D : ℝ) - 1) / D)) (J₀ * (((D : ℝ) + 2) / D)) Nu Nd := by
  have h0 : (D : ℝ) ≠ 0 := by
    have : D ≠ 0 := by omega
    exact_mod_cast this
  obtain ⟨-, -, hV, hW⟩ := kanamori_witness (D := D) U₀ J₀
  rw [interactionEnergy_uniform]
  simp only [mean, amfEnergy, hV, hW, Finset.sum_const, Finset.card_univ, Fintype.card_fin,
    nsmul_eq_mul]
  field_simp

end

end AroundMeanField
```

Inserting the row sums into the uniform energy gives the around-mean-field form, also for \(D=1\), where \(J\) drops out of the energy.

For \(D=2\), \(U_0=4\), \(J_0=1\), the averaged parameters are \(U=3\) and \(J=2\). With one electron of each spin, all occupations are \(\tfrac12\). The opposite-spin energy is \((4+2+2+4)/4=3\), and the equal-spin energy is \(\tfrac12(\tfrac24+\tfrac24)=\tfrac12\). The formula gives the same total: \(3+1\cdot\tfrac14\cdot2=\tfrac72\). A single electron has no partner of equal spin, so the exact equal-spin energy would be zero; the \(\tfrac12\) comes from the mean-field products of average occupations.

```lean
#print axioms AroundMeanField.interactionEnergy_uniform
#print axioms AroundMeanField.uniform_energy_eq_amf_iff
#print axioms AroundMeanField.mean_field_potential
#print axioms AroundMeanField.kanamori_uniform_energy
```

```
'AroundMeanField.interactionEnergy_uniform' depends on axioms: [propext, Classical.choice, Quot.sound]
'AroundMeanField.uniform_energy_eq_amf_iff' depends on axioms: [propext, Classical.choice, Quot.sound]
'AroundMeanField.mean_field_potential' depends on axioms: [propext, Classical.choice, Quot.sound]
'AroundMeanField.kanamori_uniform_energy' depends on axioms: [propext, Classical.choice, Quot.sound]
```
